# Force proportional to displacement for a travelling wave in a harmonic chain with inverse-square spring constants

In an infinite chain of atoms at unit spacing, every two atoms at distance p are joined by a harmonic spring of constant K_p = 1/p². The lemma says that when the displacements form a travelling wave A cos(nx − ωt), the force on atom n is −2 ∑ K_p (1 − cos(px)) times its displacement, with the sum over all p ≥ 1. Here A, x and t are any real numbers, and ω is the square root of 2 ∑ K_p (1 − cos(px)), the squared frequency for unit masses. The proof takes the displacement inside the sum and compares the two series term by term, using the addition formulas for the cosine to combine the two neighbours at each distance.

An attempt in Lean 4 with a fault in it:

```lean
import Mathlib

open Real Filter Topology

namespace ForceDisplacement

noncomputable section

/-- Spring constant `K_p = 1/p²` between atoms at distance `p ≥ 1`. -/
def springConstant (p : ℕ) : ℝ := 1 / (p : ℝ) ^ 2

/-- Total spring force on atom `n` when the atoms have displacements `u` for which the series
converges absolutely; the summation index `p` stands for the pair of neighbours at distance `p + 1`.
-/
def force (u : ℤ → ℝ) (n : ℤ) : ℝ :=
  ∑' p : ℕ, springConstant (p + 1) *
    (u (n + ((p + 1 : ℕ) : ℤ)) + u (n - ((p + 1 : ℕ) : ℤ)) - 2 * u n)

/-- The lattice sum `2 ∑ K_p (1 - cos (p x))` over all distances `p ≥ 1`: the squared
frequency at wave number `x`, for unit masses and unit spacing. -/
def squaredFrequency (x : ℝ) : ℝ :=
  ∑' p : ℕ, 2 * springConstant (p + 1) * (1 - cos (((p + 1 : ℕ) : ℝ) * x))

/-- The frequency at wave number `x`, the square root of the lattice sum. -/
def frequency (x : ℝ) : ℝ := √(squaredFrequency x)

/-- Displacement of atom `n` at time `t` in a travelling wave of amplitude `A` and
wave number `x`. -/
def displacement (A x t : ℝ) (n : ℤ) : ℝ := A * cos (n * x - frequency x * t)

/-- In a travelling wave the force on each atom is minus the squared frequency times its
displacement. -/
theorem force_displacement (A x t : ℝ) (n : ℤ) :
    force (displacement A x t) n = -squaredFrequency x * displacement A x t n := by
  have h : -squaredFrequency x * displacement A x t n
      = squaredFrequency x * (-displacement A x t n) := by ring
  rw [h, force, squaredFrequency, ← tsum_mul_right]
  refine tsum_congr fun p => ?_
  simp only [displacement, Int.cast_add, Int.cast_sub, Int.cast_natCast]
  -- the two neighbours at equal distance combine by the addition formulas
  rw [show ((n : ℝ) + ((p + 1 : ℕ) : ℝ)) * x - frequency x * t
      = (n * x - frequency x * t) + ((p + 1 : ℕ) : ℝ) * x by ring,
    show ((n : ℝ) - ((p + 1 : ℕ) : ℝ)) * x - frequency x * t
      = (n * x - frequency x * t) - ((p + 1 : ℕ) : ℝ) * x by ring,
    cos_add, cos_sub]
  ring

end

end ForceDisplacement
```

Compiling this gives:

```
Try this:
  [apply] ring_nf
  
  The `ring` tactic failed to close the goal. Use `ring_nf` to obtain a normal form.
    
  Note that `ring` works primarily in *commutative* rings. If you have a noncommutative ring, abelian group or module, consider using `noncomm_ring`, `abel` or `module` instead.
Main.lean:34:81: error: unsolved goals
A x t : ℝ
n : ℤ
h : -squaredFrequency x * displacement A x t n = squaredFrequency x * -displacement A x t n
p : ℕ
⊢ -(springConstant (1 + p) * A * cos (↑n * x) * cos (frequency x * t) * 2) +
              springConstant (1 + p) * A * cos (↑n * x) * cos (frequency x * t) * cos (x * ↑(1 + p)) -
            springConstant (1 + p) * A * sin (↑n * x) * sin (frequency x * t) * 2 +
          springConstant (1 + p) * A * sin (↑n * x) * sin (frequency x * t) * cos (x * ↑(1 + p)) -
        springConstant (1 + p) * A * sin (↑n * x - frequency x * t) * sin (x * ↑(1 + p)) +
      springConstant (1 + p) * A * cos (↑n * x - x * ↑(1 + p) - frequency x * t) =
    -(springConstant (1 + p) * A * cos (↑n * x) * cos (frequency x * t) * 2) +
          springConstant (1 + p) * A * cos (↑n * x) * cos (frequency x * t) * cos (x * ↑(1 + p)) * 2 -
        springConstant (1 + p) * A * sin (↑n * x) * sin (frequency x * t) * 2 +
      springConstant (1 + p) * A * sin (↑n * x) * sin (frequency x * t) * cos (x * ↑(1 + p)) * 2
```

The first message says that `ring` did not close the goal, and the error shows what was left.

The fault is in the rewrite with `cos_sub` before it. Without arguments, `cos_sub` fits the cosine of any difference, and `rw` settles on the first one it finds. The wave's phase `n * x - frequency x * t` is itself a difference, and its cosine was expanded instead of that of the phase minus `((p + 1 : ℕ) : ℝ) * x`. The latter is still unexpanded in the remaining goal, as `cos (↑n * x - x * ↑(1 + p) - frequency x * t)`. `ring` knows no addition formulas, so it cannot relate this cosine to the other terms.

The repair gives `cos_sub` the phase as its first argument, so that it can only expand the cosine of the phase minus something. The sine products from the two neighbours then cancel, and `ring` closes the goal. The same argument given to `cos_add` is mere tidying, as that rewrite already found the right term.

After these edits no error is left:

```diff
@@ -43,5 +43,5 @@
     show ((n : ℝ) - ((p + 1 : ℕ) : ℝ)) * x - frequency x * t
       = (n * x - frequency x * t) - ((p + 1 : ℕ) : ℝ) * x by ring,
-    cos_add, cos_sub]
+    cos_add (n * x - frequency x * t), cos_sub (n * x - frequency x * t)]
   ring
 
```
